# One displacement fixes an invariant force-constant matrix when its symmetry images span the space

Two equal atoms on a line are joined by a spring of constant $k$: moving the first by one unit produces the forces $(-k,k)$, which give one column of the force-constant matrix, and exchanging the atoms gives the other. The same mechanism works for any finite group of orthogonal symmetries, provided that the images of the displacement span the displacement space.

```lean
import Mathlib

open Matrix

namespace ForceConstantsFromOrbit

noncomputable section

/-- A matrix applied to an outer product acts on its first vector. -/
theorem mul_outer {n : Type*} [Fintype n] (A : Matrix n n ℝ) (x y : n → ℝ) :
    A * vecMulVec x y = vecMulVec (A *ᵥ x) y := by
  ext i j
  simp only [Matrix.mul_apply, Matrix.vecMulVec_apply, Matrix.mulVec, dotProduct,
    Finset.sum_mul, mul_assoc]

variable {G n : Type*} [Group G] [Fintype G] [Fintype n] [DecidableEq n]

/-- The sum over the group of the outer products `(g u) (g v)ᵀ`. -/
def orbitSum (ρ : G →* Matrix.orthogonalGroup n ℝ) (u v : n → ℝ) : Matrix n n ℝ :=
  ∑ g, vecMulVec ((ρ g).1 *ᵥ u) ((ρ g).1 *ᵥ v)

/-- The space spanned by all symmetry images of the displacement `d`. -/
def orbitSpan (ρ : G →* Matrix.orthogonalGroup n ℝ) (d : n → ℝ) : Submodule ℝ (n → ℝ) :=
  Submodule.span ℝ (Set.range fun g => (ρ g).1 *ᵥ d)

/-- A matrix is invariant if it commutes with every symmetry operation. -/
def IsInvariant (ρ : G →* Matrix.orthogonalGroup n ℝ) (A : Matrix n n ℝ) : Prop :=
  ∀ g, A * (ρ g).1 = (ρ g).1 * A

variable {ρ : G →* Matrix.orthogonalGroup n ℝ} {Φ : Matrix n n ℝ} {d F : n → ℝ}

/-- The matrix `M = ∑ (g d) (g d)ᵀ` sends `x` to the combination of the vectors `g d`
with coefficients `g d · x`. -/
theorem orbitSum_mulVec (x : n → ℝ) :
    orbitSum ρ d d *ᵥ x = ∑ g, (((ρ g).1 *ᵥ d) ⬝ᵥ x) • ((ρ g).1 *ᵥ d) := by
  have key : ∀ v : G → n → ℝ,
      (∑ g, vecMulVec (v g) (v g)) *ᵥ x = ∑ g, (v g ⬝ᵥ x) • v g := by
    intro v
    ext i
    simp only [Matrix.mulVec, dotProduct, Matrix.sum_apply, Matrix.vecMulVec_apply,
      Finset.sum_apply, Pi.smul_apply, smul_eq_mul, Finset.sum_mul]
    rw [Finset.sum_comm]
    exact Finset.sum_congr rfl fun g _ => Finset.sum_congr rfl fun j _ => by ring
  exact key fun g => (ρ g).1 *ᵥ d

/-- A vector annihilated by `M = ∑ (g d) (g d)ᵀ` is orthogonal to every image `g d`. -/
theorem orthogonal_of_kernel {x : n → ℝ} (hx : orbitSum ρ d d *ᵥ x = 0) (g : G) :
    ((ρ g).1 *ᵥ d) ⬝ᵥ x = 0 := by
  -- the quadratic form of M is a sum of squares
  have hquad : x ⬝ᵥ (orbitSum ρ d d *ᵥ x) = ∑ g, (((ρ g).1 *ᵥ d) ⬝ᵥ x) ^ 2 := by
    rw [orbitSum_mulVec]
    simp only [dotProduct, Finset.sum_apply, Pi.smul_apply, smul_eq_mul, Finset.mul_sum]
    rw [Finset.sum_comm]
    refine Finset.sum_congr rfl fun g _ => ?_
    rw [sq, Finset.mul_sum]
    exact Finset.sum_congr rfl fun i _ => by ring
  rw [hx, dotProduct_zero] at hquad
  have h := (Finset.sum_eq_zero_iff_of_nonneg (fun g _ => sq_nonneg _)).1 hquad.symm
  exact pow_eq_zero_iff (two_ne_zero) |>.1 (h g (Finset.mem_univ g))

/-- The matrix `M = ∑ (g d) (g d)ᵀ` is invertible exactly when the symmetry images of `d`
span the whole displacement space. -/
theorem isUnit_iff_span : IsUnit (orbitSum ρ d d) ↔ orbitSpan ρ d = ⊤ := by
  rw [Matrix.isUnit_iff_isUnit_det]
  constructor
  · intro h
    rw [eq_top_iff]
    intro x _
    have hx : x = orbitSum ρ d d *ᵥ ((orbitSum ρ d d)⁻¹ *ᵥ x) := by
      rw [Matrix.mulVec_mulVec, Matrix.mul_nonsing_inv _ h, Matrix.one_mulVec]
    rw [hx, orbitSum_mulVec]
    exact Submodule.sum_mem _ fun g _ =>
      Submodule.smul_mem _ _ (Submodule.subset_span ⟨g, rfl⟩)
  · intro h
    rw [isUnit_iff_ne_zero]
    intro hdet
    obtain ⟨x, hx, hMx⟩ := Matrix.exists_mulVec_eq_zero_iff.2 hdet
    -- a kernel vector is orthogonal to the whole space, itself included
    have hmem : x ∈ orbitSpan ρ d := h ▸ Submodule.mem_top
    have hxx : x ⬝ᵥ x = 0 := by
      refine Submodule.span_induction (p := fun y _ => y ⬝ᵥ x = 0) ?_ ?_ ?_ ?_ hmem
      · rintro _ ⟨g, rfl⟩
        exact orthogonal_of_kernel hMx g
      · exact zero_dotProduct x
      · intro a b _ _ ha hb
        rw [add_dotProduct, ha, hb, add_zero]
      · intro c a _ ha
        rw [smul_dotProduct, ha, smul_zero]
    exact hx (dotProduct_self_eq_zero.1 hxx)

/-- For an invariant `Φ` and the force `F = -Φ d`, the sum `∑ (g F) (g d)ᵀ` equals `-Φ M`,
where `M = ∑ (g d) (g d)ᵀ`. -/
theorem orbitSum_force (hΦ : IsInvariant ρ Φ) (hF : F = -(Φ *ᵥ d)) :
    orbitSum ρ F d = -(Φ * orbitSum ρ d d) := by
  unfold orbitSum
  rw [Finset.mul_sum, ← Finset.sum_neg_distrib]
  refine Finset.sum_congr rfl fun g _ => ?_
  rw [hF, Matrix.mulVec_neg, Matrix.mulVec_mulVec, ← hΦ g, ← Matrix.mulVec_mulVec, mul_outer]
  ext i j
  simp only [Matrix.vecMulVec_apply, Matrix.neg_apply, Pi.neg_apply, neg_mul]

/-- If the symmetry images of `d` span the displacement space, the force `F = -Φ d` of this one
displacement yields the whole invariant matrix: `Φ = -(∑ (g F) (g d)ᵀ) M⁻¹`, where
`M = ∑ (g d) (g d)ᵀ`. -/
theorem force_constants_eq (hΦ : IsInvariant ρ Φ) (hF : F = -(Φ *ᵥ d))
    (hd : orbitSpan ρ d = ⊤) :
    Φ = -(orbitSum ρ F d) * (orbitSum ρ d d)⁻¹ := by
  have hdet := (Matrix.isUnit_iff_isUnit_det _).1 (isUnit_iff_span.2 hd)
  rw [orbitSum_force hΦ hF, neg_neg, Matrix.mul_assoc, Matrix.mul_nonsing_inv _ hdet,
    Matrix.mul_one]

/-- The group sum `∑ (g u) (g v)ᵀ` commutes with every symmetry operation. -/
theorem orbitSum_invariant (u v : n → ℝ) : IsInvariant ρ (orbitSum ρ u v) := by
  intro h
  have hort : (ρ h).1ᵀ * (ρ h).1 = 1 :=
    (Matrix.mem_orthogonalGroup_iff' n ℝ).1 (ρ h).2
  have outer_mul : ∀ (x y : n → ℝ) (A : Matrix n n ℝ),
      vecMulVec x y * A = vecMulVec x (Aᵀ *ᵥ y) := by
    intro x y A
    ext i j
    simp only [Matrix.mul_apply, Matrix.vecMulVec_apply, Matrix.mulVec, dotProduct,
      Matrix.transpose_apply, Finset.mul_sum]
    exact Finset.sum_congr rfl fun k _ => by ring
  unfold orbitSum
  rw [Finset.sum_mul, Finset.mul_sum]
  symm
  -- relabel the group elements by g ↦ h g
  refine Fintype.sum_equiv (Equiv.mulLeft h) _ _ fun g => ?_
  change _ = vecMulVec ((ρ (h * g)).1 *ᵥ u) ((ρ (h * g)).1 *ᵥ v) * (ρ h).1
  have hmul : (ρ (h * g)).1 = (ρ h).1 * (ρ g).1 := by
    rw [map_mul]
    rfl
  rw [hmul, mul_outer, outer_mul, Matrix.mulVec_mulVec, Matrix.mulVec_mulVec,
    ← Matrix.mul_assoc, hort, Matrix.one_mul]

/-- If the symmetry images of `d` do not span the displacement space, some nonzero symmetric
invariant matrix gives no force under the displacement `d`. -/
theorem exists_silent (hd : orbitSpan ρ d ≠ ⊤) :
    ∃ K : Matrix n n ℝ, K ≠ 0 ∧ IsInvariant ρ K ∧ K.IsSymm ∧ K *ᵥ d = 0 := by
  have hinv : IsInvariant ρ (orbitSum ρ d d) := orbitSum_invariant d d
  have hsymm : (orbitSum ρ d d)ᵀ = orbitSum ρ d d := by
    ext i j
    simp only [orbitSum, Matrix.transpose_apply, Matrix.sum_apply, Matrix.vecMulVec_apply]
    exact Finset.sum_congr rfl fun g _ => mul_comm _ _
  have hker := fun x => orthogonal_of_kernel (ρ := ρ) (d := d) (x := x)
  have hunit : ¬ IsUnit (orbitSum ρ d d) := fun h => hd (isUnit_iff_span.1 h)
  generalize orbitSum ρ d d = M at hinv hsymm hker hunit
  have hp : minpoly ℝ M ≠ 0 := minpoly.ne_zero (Algebra.IsIntegral.isIntegral M)
  have hsplit := Polynomial.divX_mul_X_add (minpoly ℝ M)
  have hdeg := Polynomial.degree_divX_lt hp
  have h0 := minpoly.aeval ℝ M
  rw [← hsplit, mul_comm, map_add, map_mul, Polynomial.aeval_X, Polynomial.aeval_C,
    Algebra.algebraMap_eq_smul_one] at h0
  -- M is singular, so its minimal polynomial has no constant term
  have hc : (minpoly ℝ M).coeff 0 = 0 := by
    by_contra hc
    apply hunit
    rw [Matrix.isUnit_iff_isUnit_det]
    apply Matrix.isUnit_det_of_right_inverse
      (B := (-((minpoly ℝ M).coeff 0)⁻¹) • Polynomial.aeval M (minpoly ℝ M).divX)
    rw [Matrix.mul_smul, eq_neg_of_add_eq_zero_left h0, smul_neg, neg_smul, neg_neg,
      smul_smul, inv_mul_cancel₀ hc, one_smul]
  rw [hc, zero_smul, add_zero] at h0
  have hq : (minpoly ℝ M).divX ≠ 0 := by
    intro hq
    rw [hq, hc, zero_mul, map_zero, add_zero] at hsplit
    exact hp hsplit.symm
  have hK : (Polynomial.aeval M (minpoly ℝ M).divX)ᵀ =
      Polynomial.aeval M (minpoly ℝ M).divX := by
    rw [Polynomial.aeval_eq_sum_range, Matrix.transpose_sum]
    refine Finset.sum_congr rfl fun i _ => ?_
    rw [Matrix.transpose_smul, Matrix.transpose_pow, hsymm]
  refine ⟨Polynomial.aeval M (minpoly ℝ M).divX, ?_, ?_, hK, ?_⟩
  · intro hzero
    exact absurd (minpoly.degree_le_of_ne_zero ℝ M hq hzero) (not_le_of_gt hdeg)
  · intro g
    rw [Polynomial.aeval_eq_sum_range]
    exact Commute.sum_left _ _ _ fun i _ =>
      Commute.smul_left (Commute.pow_left (hinv g) i) _
  · -- the range of K lies in the kernel of M, hence is orthogonal to d
    generalize Polynomial.aeval M (minpoly ℝ M).divX = K at h0 hK
    have h1 := hker (K *ᵥ (K *ᵥ d)) (by rw [Matrix.mulVec_mulVec, h0, Matrix.zero_mulVec]) 1
    have hone : (ρ 1).1 = 1 := by
      rw [map_one]
      rfl
    rw [hone, Matrix.one_mulVec, Matrix.dotProduct_mulVec, ← Matrix.mulVec_transpose, hK] at h1
    exact dotProduct_self_eq_zero.1 h1

/-- Among symmetric invariant matrices, `Φ` is determined by its response to the displacement
`d` exactly when the symmetry images of `d` span the displacement space. -/
theorem determined_iff_span (hΦ : IsInvariant ρ Φ) (hs : Φ.IsSymm) :
    (∀ Ψ : Matrix n n ℝ, IsInvariant ρ Ψ → Ψ.IsSymm → Ψ *ᵥ d = Φ *ᵥ d → Ψ = Φ) ↔
      orbitSpan ρ d = ⊤ := by
  constructor
  · intro h
    by_contra hd
    obtain ⟨K, hK0, hK, hKs, hKd⟩ := exists_silent hd
    have hsum := h (Φ + K) (fun g => by rw [Matrix.add_mul, Matrix.mul_add, hΦ g, hK g])
      (hs.add hKs) (by rw [Matrix.add_mulVec, hKd, add_zero])
    exact hK0 (by simpa using hsum)
  · intro hd Ψ hΨ _ hresp
    have hF : -(Φ *ᵥ d) = -(Ψ *ᵥ d) := by rw [hresp]
    exact (force_constants_eq hΨ hF hd).trans (force_constants_eq hΦ rfl hd).symm

/-- The two-element group acting on two collinear displacements by exchanging them. -/
def swapRep : ℤˣ →* Matrix.orthogonalGroup (Fin 2) ℝ where
  toFun u := ⟨if u = 1 then 1 else !![0, 1; 1, 0], by
    rw [Matrix.mem_orthogonalGroup_iff]
    split_ifs
    · simp
    · ext i j
      fin_cases i <;> fin_cases j <;>
        simp [Matrix.mul_apply, Fin.sum_univ_succ]⟩
  map_one' := by
    apply Subtype.ext
    change (if (1 : ℤˣ) = 1 then (1 : Matrix (Fin 2) (Fin 2) ℝ) else !![0, 1; 1, 0]) = 1
    exact if_pos rfl
  map_mul' u v := by
    apply Subtype.ext
    have h : (-1 : ℤˣ) ≠ 1 := by decide
    rcases Int.units_eq_one_or u with rfl | rfl <;>
      rcases Int.units_eq_one_or v with rfl | rfl <;> simp [h, Matrix.one_fin_two]

/-- For two atoms joined by a spring of constant `k`, the force-constant matrix is invariant
under exchange, and the images of a displacement of the first atom span the space. -/
theorem diatomic_witness (k : ℝ) :
    IsInvariant swapRep !![k, -k; -k, k] ∧ orbitSpan swapRep ![1, 0] = ⊤ := by
  have e1 : (swapRep 1).1 = 1 := by
    rw [map_one]
    rfl
  have e2 : (swapRep (-1)).1 = !![0, 1; 1, 0] := by
    change (if (-1 : ℤˣ) = 1 then (1 : Matrix (Fin 2) (Fin 2) ℝ) else !![0, 1; 1, 0]) = _
    exact if_neg (by decide)
  constructor
  · intro u
    rcases Int.units_eq_one_or u with rfl | rfl
    · rw [e1, Matrix.mul_one, Matrix.one_mul]
    · rw [e2]
      ext i j
      fin_cases i <;> fin_cases j <;> simp [Matrix.mul_apply, Fin.sum_univ_succ]
  · rw [eq_top_iff]
    intro x _
    have hx : x = x 0 • ((swapRep 1).1 *ᵥ ![1, 0]) + x 1 • ((swapRep (-1)).1 *ᵥ ![1, 0]) := by
      rw [e1, e2, Matrix.one_mulVec]
      ext i
      fin_cases i <;> simp
    rw [hx]
    exact Submodule.add_mem _
      (Submodule.smul_mem _ _ (Submodule.subset_span ⟨1, rfl⟩))
      (Submodule.smul_mem _ _ (Submodule.subset_span ⟨-1, rfl⟩))

end

end ForceConstantsFromOrbit
```

```lean
#print axioms ForceConstantsFromOrbit.force_constants_eq
#print axioms ForceConstantsFromOrbit.determined_iff_span
```

```
'ForceConstantsFromOrbit.force_constants_eq' depends on axioms: [propext, Classical.choice, Quot.sound]
'ForceConstantsFromOrbit.determined_iff_span' depends on axioms: [propext, Classical.choice, Quot.sound]
```

## Recovery from one force vector, and its limit

Let $G$ be a finite group acting on $\mathbb R^n$ by orthogonal matrices, and write $gu$ for the image of a vector $u$ under $g\in G$. Let $\Phi$ be a real $n\times n$ matrix that commutes with every $g$, let $d$ be a displacement, and let $F=-\Phi d$ be the force that it produces. Define

$$M=\sum_{g\in G}(gd)(gd)^{T}.$$

The file establishes three main facts.

- `isUnit_iff_span`: $M$ is invertible exactly when the vectors $gd$ span $\mathbb R^n$.
- `force_constants_eq`: if they span, then
$$\Phi=-\Big(\sum_{g\in G}(gF)(gd)^{T}\Big)M^{-1}.$$
- `determined_iff_span`: for a symmetric invariant $\Phi$, no other symmetric invariant matrix gives the same response to $d$ exactly when the vectors $gd$ span.

The second statement does not need $\Phi$ to be symmetric. The third shows that the spanning condition is sharp when symmetry and invariance are all that is known about $\Phi$.

## Displacements, forces and symmetry operations

The index type `n` labels the displacement coordinates, so for $N$ atoms in space it has $3N$ elements. A displacement or a force is a function `n → ℝ`. The homomorphism `ρ` sends each abstract symmetry operation to an orthogonal matrix, which rotates or reflects the displacement vectors and permutes equivalent atoms. Different group elements may act by the same matrix; the repeated terms then multiply both sums by the same factor, which cancels in the formula.

`orbitSum ρ u v` is $\sum_g(gu)(gv)^T$, so $M$ is `orbitSum ρ d d`. `orbitSpan ρ d` is the span of the images of $d$, and `= ⊤` says that it is the whole space. `IsInvariant ρ Φ` is the commutation condition; for a symmetric `Φ` it expresses that the harmonic energy is unchanged by the symmetry operations. The hypothesis `F = -(Φ *ᵥ d)` is the harmonic force law: forces are linear in the displacement from equilibrium. It is assumed, so anharmonic forces and noise in $F$ lie outside the model.

In finite-displacement phonon calculations, the spanning condition tells whether a given displaced structure is enough when only the invariance and the symmetry of the matrix $\Phi$ are used, within a harmonic model of a finite molecule or supercell. The acoustic sum rule, which says that a uniform translation produces no force, is not imposed. With this extra constraint, images that do not span can be enough: for two different atoms on a line, moving one of them gives the whole matrix, because the matrix is symmetric and its rows sum to zero.

## The spring, displaced in two ways

For the two atoms take $d=(1,0)$. Its images are $(1,0)$ and $(0,1)$, so $M=I$. The images of $F=(-k,k)$ are $(-k,k)$ and $(k,-k)$, and the formula returns

$$\Phi=-\begin{pmatrix}-k&k\\k&-k\end{pmatrix}=\begin{pmatrix}k&-k\\-k&k\end{pmatrix}.$$

`swapRep` defines the exchange action, and `diatomic_witness` checks the invariance of this matrix and the spanning condition for every real $k$. The reflection that exchanges the atoms also reverses their displacements, so it sends $(u_1,u_2)$ to $(-u_2,-u_1)$. `swapRep` leaves out this common sign, which changes neither the invariance condition nor the outer products in the formula.

Now move both atoms together, $d=(1,1)$. Both images are $d$ itself, so they span only a line. The force is zero whatever $k$ is, and this displacement says nothing about the spring.

## Why spanning makes $M$ invertible

Applying $M$ to a vector $x$ gives

$$Mx=\sum_g (gd\cdot x)\,gd,\qquad x\cdot Mx=\sum_g(gd\cdot x)^2.$$

The first identity is `orbitSum_mulVec`. If $M$ is invertible, every $x=M(M^{-1}x)$ is therefore a combination of the images of $d$, so they span.

Conversely, suppose that they span and $Mx=0$. The sum of squares vanishes, so $gd\cdot x=0$ for every $g$; this is `orthogonal_of_kernel`. Since $x$ is itself a combination of the vectors $gd$, it follows that $x\cdot x=0$ and $x=0$. In Lean, `Submodule.span_induction` extends the orthogonality from the images to their span.

## Why the force then gives $\Phi$

Invariance moves $\Phi$ past each operation:

$$gF=-g\Phi d=-\Phi(gd).$$

Multiplying by $(gd)^T$ and summing gives

$$\sum_g(gF)(gd)^T=-\Phi M.$$

This is `orbitSum_force`, where the rewrite `← hΦ g` performs the commutation and `mul_outer` moves $\Phi$ from in front of the outer product $(gd)(gd)^T$ onto its first vector. Multiplying on the right by $M^{-1}$ and changing the sign gives `force_constants_eq`.

## What remains hidden without spanning

If the images do not span, $M$ is singular, and `exists_silent` builds from it a nonzero symmetric invariant matrix that can be added to $\Phi$ without changing the response to $d$.

First, $M$ is invariant. For $h\in G$, relabelling $g$ as $hg$ and using $h^Th=I$ gives

$$Mh=\sum_g(hgd)(hgd)^Th=\sum_g(hgd)(gd)^T=hM.$$

This is `orbitSum_invariant`, with the relabelling done by `Fintype.sum_equiv`. It is the step that uses orthogonality.

Next, write the minimal polynomial of $M$ as $c+Xq(X)$; `divX` is Lean's $q$. Then $Mq(M)=-cI$. If $c$ were nonzero, $-q(M)/c$ would be an inverse of $M$, so $c=0$. Put $K=q(M)$, so that $MK=0$. The polynomial $q$ is nonzero and has lower degree than the minimal polynomial, hence $K\neq0$. As a polynomial in the symmetric invariant matrix $M$, $K$ is symmetric and invariant.

Finally, $M(KKd)=0$, so the kernel lemma at the identity operation gives

$$0=d\cdot KKd=(Kd)\cdot(Kd),$$

and therefore $Kd=0$. The matrices $\Phi$ and $\Phi+K$ are different but produce the same force, which proves one direction of `determined_iff_span`. In the other direction, two invariant matrices with the same response to a spanning $d$ are given by the same formula, so they are equal.

For the two atoms moved together, $M=\begin{pmatrix}2&2\\2&2\end{pmatrix}$ has minimal polynomial $X^2-4X$. Thus $K=M-4I=\begin{pmatrix}-2&2\\2&-2\end{pmatrix}$, and subtracting it from $\Phi$ changes the spring constant from $k$ to $k+2$ without changing the force.
